# A linear three-term boundary problem is solved by two shots with distinct end values

A boundary problem fixes a sequence at both ends, while a three-term recurrence run forward needs the first two values. The formalisation takes the second view: the left boundary value is given, and a trajectory is a function of the value next to it, called the starting value. It is defined at every site n = 0, 1, 2, …, and the right-hand boundary is a site N at which that function is read off. The boundary condition then becomes an equation for one unknown number.

The values lie in a field K, which may be ℝ, ℂ or ℚ. Arithmetic is exact, so rounding error and the error of discretising a differential equation are not modelled.

```lean
import Mathlib

namespace LinearShooting

noncomputable section

variable {K : Type*} [Field K]
```

## Trajectories and the response

Let a_j, b_j and f_j be given coefficients and sources, and let α be the fixed left boundary value. For a starting value s, write u_n(s) for the sequence with

u_0(s) = α,  u_1(s) = s,
u_{n+2}(s) = a_{n+1} u_{n+1}(s) + b_{n+1} u_n(s) + f_{n+1}.

This is the recurrence u_{j+1} = a_j u_j + b_j u_{j-1} + f_j with j = n + 1, so the entries with index 0 are never used. In Lean, u_n(s) is `shoot a b f α s n`.

```lean
/-- The trajectory of `u_{j+1} = a_j u_j + b_j u_{j-1} + f_j` launched from `u_0 = α` and
`u_1 = s`. -/
def shoot (a b f : ℕ → K) (α s : K) : ℕ → K
  | 0 => α
  | 1 => s
  | n + 2 => a (n + 1) * shoot a b f α s (n + 1) + b (n + 1) * shoot a b f α s n + f (n + 1)
```

The response r_n is the trajectory without source that starts from r_0 = 0 and r_1 = 1. It measures how strongly site n reacts to a unit change in the starting value.

```lean
/-- The source-free trajectory launched from `u_0 = 0` and `u_1 = 1`. -/
def response (a b : ℕ → K) : ℕ → K := shoot a b (fun _ => 0) 0 1
```

A sequence that is not already given as a shot needs its own statement that it obeys the recurrence. `Solves` imposes it at all sites, including those beyond N. This costs nothing for a problem posed on 0, …, N, because a solution there can be continued by running the recurrence forward.

```lean
/-- The sequence `u` obeys the three-term recurrence with source `f` at every interior site. -/
def Solves (a b f u : ℕ → K) : Prop :=
  ∀ n, u (n + 2) = a (n + 1) * u (n + 1) + b (n + 1) * u n + f (n + 1)
```

Suppose that two trial shots end at p and q, with p ≠ q. The target B sits on the line through them at the position

w = (B − p)/(q − p).

Thus w = 0 returns the first shot and w = 1 the second; other values interpolate or extrapolate.

```lean
/-- The position of the target `B` on the line through the end values `p` and `q`, measured
from `p` in units of `q - p`. -/
def secantWeight (p q B : K) : K := (B - p) / (q - p)
```

## The source cancels between two shots

Take starting values s and t and set d_n = u_n(t) − u_n(s). The common boundary value gives d_0 = 0, and d_1 = t − s. Subtracting the two recurrences removes f:

d_{n+2} = a_{n+1} d_{n+1} + b_{n+1} d_n.

This is the recurrence for r_n, with starting data multiplied by t − s. Induction from two consecutive sites to the next gives

u_n(t) − u_n(s) = (t − s) r_n.

The Lean proof has the same two base cases. In the inductive step, `linear_combination` multiplies the two earlier identities by a_{n+1} and b_{n+1}, adds them, and checks the remaining algebra.

```lean
/-- Two shots with the same left boundary value differ, at every site, by the difference of
their starting values times the homogeneous response. -/
theorem shot_difference (a b f : ℕ → K) (α s t : K) :
    ∀ n, shoot a b f α t n - shoot a b f α s n = (t - s) * response a b n
  | 0 => by simp [response, shoot]
  | 1 => by simp [response, shoot]
  | n + 2 => by
    have h1 := shot_difference a b f α s t (n + 1)
    have h0 := shot_difference a b f α s t n
    simp only [response, shoot] at h0 h1 ⊢
    -- the source cancels in the difference
    linear_combination a (n + 1) * h1 + b (n + 1) * h0
```

Now start from x = s + w(t − s), for any w in K. Using the difference formula twice,

u_n(x) − u_n(s) = w(t − s) r_n = w(u_n(t) − u_n(s)),

and therefore

u_n(x) = (1 − w) u_n(s) + w u_n(t).

Mixing the starting values mixes the whole trajectories with the same weights. In the proof, `hx` and `ht` are the two uses of the difference formula.

```lean
/-- A shot from a starting value on the line through `s` and `t` is the same weighted
combination of the two trial trajectories. -/
theorem shoot_interpolate (a b f : ℕ → K) (α s t w : K) (n : ℕ) :
    shoot a b f α (s + w * (t - s)) n
      = (1 - w) * shoot a b f α s n + w * shoot a b f α t n := by
  have hx := shot_difference a b f α s (s + w * (t - s)) n
  have ht := shot_difference a b f α s t n
  linear_combination hx - w * ht
```

## The secant value hits the target, and nothing else does

Let p = u_N(s) and q = u_N(t) be distinct, let w be the weight defined above, and put x* = s + w(t − s). Then

u_N(x*) = p + w(q − p) = B.

For uniqueness, let x be any starting value with u_N(x) = B. The difference formula gives

0 = u_N(x) − u_N(x*) = (x − x*) r_N.

Since q − p = (t − s) r_N is nonzero, r_N is nonzero, and so x = x*.

The theorem states both directions as one equivalence: `shoot a b f α x N = B` holds exactly when x is the secant value. Its only hypothesis, `h`, says that the trial end values differ. That already forces s ≠ t and N ≥ 1, because all shots agree at site 0. In the proof, `hr` is the nonzero response and `hit` is the calculation that reaches B.

```lean
/-- If two trial shots end at distinct values at site `N`, then a starting value `x` reaches the
target `B` there exactly when it is the value given by the secant line through the two shots. -/
theorem two_shots_suffice (a b f : ℕ → K) (α s t : K) (N : ℕ)
    (h : shoot a b f α s N ≠ shoot a b f α t N) (B x : K) :
    shoot a b f α x N = B ↔
      x = s + secantWeight (shoot a b f α s N) (shoot a b f α t N) B * (t - s) := by
  have hd : shoot a b f α t N - shoot a b f α s N ≠ 0 := sub_ne_zero.mpr h.symm
  -- distinct end values force a nonzero response
  have hr : response a b N ≠ 0 := by
    intro h0
    apply hd
    rw [shot_difference, h0, mul_zero]
  -- the secant value hits the target
  have hit : shoot a b f α
      (s + secantWeight (shoot a b f α s N) (shoot a b f α t N) B * (t - s)) N = B := by
    rw [shoot_interpolate]
    have hw : secantWeight (shoot a b f α s N) (shoot a b f α t N) B
        * (shoot a b f α t N - shoot a b f α s N) = B - shoot a b f α s N :=
      div_mul_cancel₀ _ hd
    linear_combination hw
  constructor
  · intro hx
    -- two starting values with the same end value coincide
    have hdiff := shot_difference a b f α
      (s + secantWeight (shoot a b f α s N) (shoot a b f α t N) B * (t - s)) x N
    rw [hit, hx, sub_self] at hdiff
    exact sub_eq_zero.mp ((mul_eq_zero.mp hdiff.symm).resolve_right hr)
  · intro hx
    rw [hx]
    exact hit
```

For a root search on a linear problem of this kind, one secant step is therefore exact.

Here is a small case. Take u_{j+1} = 2u_j − u_{j-1} + 1 with α = 0, N = 3 and B = 0. The trial values s = 0 and t = 1 give, at sites 0 to 3,

s = 0: 0, 0, 1, 3
t = 1: 0, 1, 3, 6.

Hence w = (0 − 3)/(6 − 3) = −1 and x* = −1. The shot from −1 is 0, −1, −1, 0, which is also twice the first row minus the second.

## From the starting value to the whole profile

A sequence that obeys the recurrence is fixed by its first two values. If u_n and u_{n+1} agree with the shot launched from u_0 and u_1, the recurrence gives the same u_{n+2} for both. Two-step induction again covers all sites.

```lean
/-- Every solution of the recurrence is the shot launched from its own first two values. -/
theorem eq_shoot (a b f u : ℕ → K) (hu : Solves a b f u) :
    ∀ n, u n = shoot a b f (u 0) (u 1) n
  | 0 => by simp only [shoot]
  | 1 => by simp only [shoot]
  | n + 2 => by
    have h1 := eq_shoot a b f u hu (n + 1)
    have h0 := eq_shoot a b f u hu n
    have h2 := hu n
    simp only [shoot]
    linear_combination h2 + a (n + 1) * h1 + b (n + 1) * h0
```

Consequently, a solution of the boundary problem u_0 = α, u_N = B is a shot from α whose starting value must be x*. By the mixing formula it is

u_n = (1 − w) u_n(s) + w u_n(t) for every n.

Conversely, this mixture is the shot from x*, so it obeys the recurrence and meets both boundary conditions. No third integration is needed once the two trial profiles have been stored. The Lean proof follows these two directions, using `eq_shoot` for the first and `shoot_interpolate` to recognise the mixture as a shot in the second.

```lean
/-- If two trial shots end at distinct values at site `N`, then a sequence solves the boundary
problem `u_0 = α`, `u_N = B` exactly when it is the secant-weighted mixture of the two trial
trajectories. -/
theorem boundary_problem_iff (a b f : ℕ → K) (α s t : K) (N : ℕ)
    (h : shoot a b f α s N ≠ shoot a b f α t N) (B : K) (u : ℕ → K) :
    (Solves a b f u ∧ u 0 = α ∧ u N = B) ↔
      ∀ n, u n =
        (1 - secantWeight (shoot a b f α s N) (shoot a b f α t N) B) * shoot a b f α s n
        + secantWeight (shoot a b f α s N) (shoot a b f α t N) B * shoot a b f α t n := by
  constructor
  · rintro ⟨hu, h0, hN⟩ n
    have e := eq_shoot a b f u hu
    rw [h0] at e
    have h1 := (two_shots_suffice a b f α s t N h B (u 1)).mp ((e N).symm.trans hN)
    rw [← shoot_interpolate, ← h1]
    exact e n
  · intro hu
    -- the mixture is itself a shot, from the secant starting value
    have e : u = shoot a b f α
        (s + secantWeight (shoot a b f α s N) (shoot a b f α t N) B * (t - s)) :=
      funext fun n => (hu n).trans (shoot_interpolate a b f α s t _ n).symm
    rw [e]
    refine ⟨?_, ?_, (two_shots_suffice a b f α s t N h B _).mpr rfl⟩
    · intro n
      simp only [shoot]
    · simp only [shoot]
```

## When the boundary problem is uniquely solvable

The response decides whether suitable trial shots exist. If r_N ≠ 0, the starting values 0 and 1 end at points that differ by r_N, and the secant result applies to every B. If r_N = 0, those two shots end at the same value, so that value is reached by more than one starting value. Hence every target has exactly one starting value if and only if r_N ≠ 0. The notation `∃!` in the theorem means "there is exactly one". Neither the source nor α enters the criterion.

```lean
/-- Every target at site `N` is reached by exactly one starting value if and only if the
homogeneous response at `N` is nonzero. -/
theorem uniquely_solvable_iff (a b f : ℕ → K) (α : K) (N : ℕ) :
    (∀ B, ∃! x, shoot a b f α x N = B) ↔ response a b N ≠ 0 := by
  have hd := shot_difference a b f α 0 1 N
  rw [sub_zero, one_mul] at hd
  constructor
  · intro hB hr
    -- with zero response the shots from 0 and 1 end at the same value
    rw [hr] at hd
    exact zero_ne_one ((hB (shoot a b f α 0 N)).unique rfl (sub_eq_zero.mp hd))
  · intro hr B
    have h : shoot a b f α 0 N ≠ shoot a b f α 1 N := by
      intro h
      apply hr
      rw [← hd, h, sub_self]
    exact ⟨_, (two_shots_suffice a b f α 0 1 N h B _).mpr rfl,
      fun y hy => (two_shots_suffice a b f α 0 1 N h B y).mp hy⟩
```

The same argument handles a right-hand condition of the form c u_N + d u_{N-1} = g with N ≥ 1, which includes a prescribed discrete slope. Two shots differ in the left-hand side by (t − s)(c r_N + d r_{N-1}), so a secant through the two trial values of that expression solves the problem whenever they are distinct. This variant is derived here by hand and has no theorem in the code.

## Poisson's equation and a resonance

For the discrete Poisson equation u_{j+1} = 2u_j − u_{j-1} + f_j, the response grows linearly. It starts as 0, 1, and the recurrence continues it by

r_{n+2} = 2(n + 1) − n = n + 2.

```lean
/-- For the discrete Poisson equation `u_{j+1} = 2 u_j - u_{j-1} + f_j` the homogeneous response
at site `n` is `n`. -/
theorem poisson_response :
    ∀ n : ℕ, response (fun _ => (2 : K)) (fun _ => -1) n = (n : K)
  | 0 => by simp [response, shoot]
  | 1 => by simp [response, shoot]
  | n + 2 => by
    have h1 := poisson_response (n + 1)
    have h0 := poisson_response n
    simp only [response, shoot] at h0 h1 ⊢
    push_cast at h1 ⊢
    linear_combination 2 * h1 - h0
```

Two shots therefore differ at site N by (t − s)N. In characteristic zero, which covers ℝ and ℂ, this is nonzero whenever s ≠ t and N ≠ 0. The hypothesis `CharZero K` ensures that a nonzero integer N stays nonzero in K.

```lean
/-- For the discrete Poisson equation with any source, over a field of characteristic zero,
different starting values give different values at every site `N ≠ 0`. -/
theorem poisson_shots_distinct [CharZero K] (f : ℕ → K) (α s t : K) (hst : s ≠ t)
    (N : ℕ) (hN : N ≠ 0) :
    shoot (fun _ => 2) (fun _ => -1) f α s N ≠ shoot (fun _ => 2) (fun _ => -1) f α t N := by
  intro h
  have d := shot_difference (fun _ => 2) (fun _ => -1) f α s t N
  rw [poisson_response, h, sub_self] at d
  exact mul_ne_zero (sub_ne_zero.mpr hst.symm) (Nat.cast_ne_zero.mpr hN) d.symm
```

In electronic structure, this applies to the electrostatic potential V(r) of a spherically symmetric charge density ρ(r), once the equation is written for U(r) = r V(r). In Gaussian units it reads U'' = −4πrρ, without a first-derivative term. Second differences on a uniform grid of radii R_j with spacing h then give the recurrence above for u_j ≈ U(R_j), with f_j = −4πh² R_j ρ(R_j), and any two different trial values determine the discrete solution U with prescribed end values.

Distinct starting values do not always give distinct end values. For u_{j+1} = −u_{j-1} without source,

u_2 = −u_0 = −α,

whatever the starting value. The response 0, 1, 0, −1, … is an oscillation with a node at site 2. With N = 2, the target B = −α is reached by every shot and any other target by none. This is a discrete resonance: a nonzero source-free solution fits between zero boundary values.

```lean
/-- For the recurrence `u_{j+1} = -u_{j-1}` every shot from `u_0 = α` has the value `-α` at
site 2, whatever its starting value `s`. -/
theorem resonant_shots (α s : K) :
    shoot (fun _ => 0) (fun _ => -1) (fun _ => 0) α s 2 = -α := by
  simp [shoot]

end

end LinearShooting
```

```lean
#print axioms LinearShooting.boundary_problem_iff
#print axioms LinearShooting.uniquely_solvable_iff
#print axioms LinearShooting.poisson_shots_distinct
#print axioms LinearShooting.resonant_shots
```

```
'LinearShooting.boundary_problem_iff' depends on axioms: [propext, Classical.choice, Quot.sound]
'LinearShooting.uniquely_solvable_iff' depends on axioms: [propext, Classical.choice, Quot.sound]
'LinearShooting.poisson_shots_distinct' depends on axioms: [propext, Classical.choice, Quot.sound]
'LinearShooting.resonant_shots' depends on axioms: [propext, Quot.sound]
```
